# Modified Rodrigues parameters reach every unit quaternion except −1 exactly once

A rigid non-linear molecule tumbling through a simulation has three orientational degrees of freedom, while a unit quaternion stores its orientation in four numbers tied by a constraint. Modified Rodrigues parameters are three unconstrained numbers, and the file below settles which unit quaternions they reach and which parameters give opposite quaternions.

```lean
import Mathlib

open Quaternion

namespace ModifiedRodrigues

noncomputable section

/-- The quaternion with real part `(1 - |s|²)/(1 + |s|²)` and vector part `2s/(1 + |s|²)`
belonging to the modified Rodrigues parameters `s`. -/
def mrpQuat (s : Fin 3 → ℝ) : ℍ[ℝ] :=
  ⟨(1 - s ⬝ᵥ s) / (1 + s ⬝ᵥ s), 2 * s 0 / (1 + s ⬝ᵥ s),
    2 * s 1 / (1 + s ⬝ᵥ s), 2 * s 2 / (1 + s ⬝ᵥ s)⟩

/-- The parameters read off from a quaternion: vector part divided by one plus real part. -/
def mrpOf (p : ℍ[ℝ]) : Fin 3 → ℝ :=
  ![p.imI / (1 + p.re), p.imJ / (1 + p.re), p.imK / (1 + p.re)]

/-- The shadow parameters `-s/|s|²`. -/
def shadow (s : Fin 3 → ℝ) : Fin 3 → ℝ := (-(s ⬝ᵥ s)⁻¹) • s

private lemma dot_self (s : Fin 3 → ℝ) : s ⬝ᵥ s = s 0 ^ 2 + s 1 ^ 2 + s 2 ^ 2 := by
  simp only [dotProduct, Fin.sum_univ_three]
  ring

private lemma one_add_pos (s : Fin 3 → ℝ) : 0 < 1 + s ⬝ᵥ s := by
  rw [dot_self]
  positivity

private lemma unit_iff (p : ℍ[ℝ]) :
    ‖p‖ = 1 ↔ p.re ^ 2 + p.imI ^ 2 + p.imJ ^ 2 + p.imK ^ 2 = 1 := by
  have h : ‖p‖ * ‖p‖ = p.re ^ 2 + p.imI ^ 2 + p.imJ ^ 2 + p.imK ^ 2 := by
    rw [← Quaternion.normSq_eq_norm_mul_self, Quaternion.normSq_def']
  constructor
  · intro h1
    rw [h1] at h
    linarith
  · intro h1
    have h2 : (‖p‖ - 1) * (‖p‖ + 1) = 0 := by linear_combination h + h1
    rcases mul_eq_zero.mp h2 with h3 | h3
    · linarith
    · linarith [norm_nonneg p]

private lemma one_add_re (s : Fin 3 → ℝ) : 1 + (mrpQuat s).re = 2 / (1 + s ⬝ᵥ s) := by
  have h := (one_add_pos s).ne'
  show 1 + (1 - s ⬝ᵥ s) / (1 + s ⬝ᵥ s) = 2 / (1 + s ⬝ᵥ s)
  rw [eq_div_iff h, add_mul, div_mul_cancel₀ _ h]
  ring

/-- Every choice of parameters gives a unit quaternion. -/
theorem norm_mrpQuat (s : Fin 3 → ℝ) : ‖mrpQuat s‖ = 1 := by
  rw [unit_iff]
  have h := (one_add_pos s).ne'
  have d := dot_self s
  simp only [mrpQuat]
  generalize s ⬝ᵥ s = N at *
  field_simp
  linear_combination (-4) * d

/-- No choice of parameters gives the quaternion `-1`. -/
theorem mrpQuat_ne_neg_one (s : Fin 3 → ℝ) : mrpQuat s ≠ -1 := by
  intro h
  have h1 := one_add_re s
  have h2 : (-1 : ℍ[ℝ]).re = -1 := by simp
  rw [h, h2] at h1
  have h3 : 0 < 2 / (1 + s ⬝ᵥ s) := div_pos two_pos (one_add_pos s)
  linarith

/-- The parameters are recovered from their quaternion as vector part over one plus real part. -/
theorem mrpOf_mrpQuat (s : Fin 3 → ℝ) : mrpOf (mrpQuat s) = s := by
  have h := (one_add_pos s).ne'
  have key : ∀ x : ℝ, 2 * x / (1 + s ⬝ᵥ s) / (2 / (1 + s ⬝ᵥ s)) = x := by
    intro x
    field_simp
  funext i
  fin_cases i
  · show (mrpQuat s).imI / (1 + (mrpQuat s).re) = s 0
    rw [one_add_re]
    exact key (s 0)
  · show (mrpQuat s).imJ / (1 + (mrpQuat s).re) = s 1
    rw [one_add_re]
    exact key (s 1)
  · show (mrpQuat s).imK / (1 + (mrpQuat s).re) = s 2
    rw [one_add_re]
    exact key (s 2)

/-- A unit quaternion other than `-1` is the quaternion of the parameters read off from it. -/
theorem mrpQuat_mrpOf (p : ℍ[ℝ]) (hp : ‖p‖ = 1) (hne : p ≠ -1) : mrpQuat (mrpOf p) = p := by
  have hu := (unit_iff p).mp hp
  -- a unit quaternion with real part -1 has no vector part
  have hr : 1 + p.re ≠ 0 := by
    intro h
    have hr : p.re = -1 := by linarith
    rw [hr] at hu
    have hb : p.imI = 0 := (pow_eq_zero_iff two_ne_zero).mp
      (by nlinarith [sq_nonneg p.imI, sq_nonneg p.imJ, sq_nonneg p.imK])
    have hc : p.imJ = 0 := (pow_eq_zero_iff two_ne_zero).mp
      (by nlinarith [sq_nonneg p.imI, sq_nonneg p.imJ, sq_nonneg p.imK])
    have hd : p.imK = 0 := (pow_eq_zero_iff two_ne_zero).mp
      (by nlinarith [sq_nonneg p.imI, sq_nonneg p.imJ, sq_nonneg p.imK])
    apply hne
    apply Quaternion.ext <;> simp [hr, hb, hc, hd]
  have hN : mrpOf p ⬝ᵥ mrpOf p = (1 - p.re) / (1 + p.re) := by
    rw [dot_self]
    show (p.imI / (1 + p.re)) ^ 2 + (p.imJ / (1 + p.re)) ^ 2 + (p.imK / (1 + p.re)) ^ 2 = _
    field_simp
    linear_combination hu
  have h1 : 1 + mrpOf p ⬝ᵥ mrpOf p = 2 / (1 + p.re) := by
    rw [hN, eq_div_iff hr, add_mul, div_mul_cancel₀ _ hr]
    ring
  have h2 : 1 - mrpOf p ⬝ᵥ mrpOf p = 2 * p.re / (1 + p.re) := by
    rw [hN, eq_div_iff hr, sub_mul, div_mul_cancel₀ _ hr]
    ring
  have key : ∀ x : ℝ, 2 * (x / (1 + p.re)) / (2 / (1 + p.re)) = x := by
    intro x
    field_simp
  apply Quaternion.ext
  · show (1 - mrpOf p ⬝ᵥ mrpOf p) / (1 + mrpOf p ⬝ᵥ mrpOf p) = p.re
    rw [h1, h2]
    field_simp
  · show 2 * (p.imI / (1 + p.re)) / (1 + mrpOf p ⬝ᵥ mrpOf p) = p.imI
    rw [h1, key]
  · show 2 * (p.imJ / (1 + p.re)) / (1 + mrpOf p ⬝ᵥ mrpOf p) = p.imJ
    rw [h1, key]
  · show 2 * (p.imK / (1 + p.re)) / (1 + mrpOf p ⬝ᵥ mrpOf p) = p.imK
    rw [h1, key]

/-- A unit quaternion is represented by exactly one vector of modified Rodrigues parameters
if and only if it is not `-1`. -/
theorem existsUnique_mrp_iff (p : ℍ[ℝ]) (hp : ‖p‖ = 1) :
    (∃! s, mrpQuat s = p) ↔ p ≠ -1 := by
  constructor
  · rintro ⟨s, hs, -⟩ h
    exact mrpQuat_ne_neg_one s (hs.trans h)
  · intro hne
    refine ⟨mrpOf p, mrpQuat_mrpOf p hp hne, ?_⟩
    intro t ht
    rw [← ht, mrpOf_mrpQuat]

/-- The squared lengths of nonzero parameters and of their shadow are reciprocal. -/
theorem shadow_dot_mul (s : Fin 3 → ℝ) (hs : s ≠ 0) :
    (shadow s ⬝ᵥ shadow s) * (s ⬝ᵥ s) = 1 := by
  have hN : s ⬝ᵥ s ≠ 0 := fun h => hs (dotProduct_self_eq_zero.mp h)
  simp only [shadow, smul_dotProduct, dotProduct_smul, smul_eq_mul]
  field_simp

/-- Parameters `t` give the opposite quaternion of `s` exactly when `s` is nonzero and
`t = -s/|s|²`. -/
theorem mrpQuat_eq_neg_iff (s t : Fin 3 → ℝ) :
    mrpQuat t = -mrpQuat s ↔ s ≠ 0 ∧ t = shadow s := by
  have flip : s ≠ 0 → mrpQuat (shadow s) = -mrpQuat s := by
    intro hs
    have hN : s ⬝ᵥ s ≠ 0 := fun h => hs (dotProduct_self_eq_zero.mp h)
    have h := (one_add_pos s).ne'
    have hi : shadow s ⬝ᵥ shadow s = 1 / (s ⬝ᵥ s) :=
      (eq_div_iff hN).mpr (shadow_dot_mul s hs)
    have h1 : 1 + shadow s ⬝ᵥ shadow s = (1 + s ⬝ᵥ s) / (s ⬝ᵥ s) := by
      rw [hi, eq_div_iff hN, add_mul, div_mul_cancel₀ _ hN]
      ring
    have h2 : 1 - shadow s ⬝ᵥ shadow s = -(1 - s ⬝ᵥ s) / (s ⬝ᵥ s) := by
      rw [hi, eq_div_iff hN, sub_mul, div_mul_cancel₀ _ hN]
      ring
    have key : ∀ x : ℝ, 2 * (-(s ⬝ᵥ s)⁻¹ * x) / ((1 + s ⬝ᵥ s) / (s ⬝ᵥ s))
        = -(2 * x / (1 + s ⬝ᵥ s)) := by
      intro x
      field_simp
    apply Quaternion.ext
    · show (1 - shadow s ⬝ᵥ shadow s) / (1 + shadow s ⬝ᵥ shadow s)
        = -((1 - s ⬝ᵥ s) / (1 + s ⬝ᵥ s))
      rw [h1, h2, div_div_div_cancel_right₀ hN, neg_div]
    · show 2 * shadow s 0 / (1 + shadow s ⬝ᵥ shadow s) = _
      rw [h1]
      exact key (s 0)
    · show 2 * shadow s 1 / (1 + shadow s ⬝ᵥ shadow s) = _
      rw [h1]
      exact key (s 1)
    · show 2 * shadow s 2 / (1 + shadow s ⬝ᵥ shadow s) = _
      rw [h1]
      exact key (s 2)
  constructor
  · intro h
    have hs : s ≠ 0 := by
      rintro rfl
      have h0 : mrpQuat 0 = 1 := by
        apply Quaternion.ext <;> simp [mrpQuat]
      exact mrpQuat_ne_neg_one t (by rw [h, h0])
    refine ⟨hs, ?_⟩
    rw [← mrpOf_mrpQuat t, h, ← flip hs, mrpOf_mrpQuat]
  · rintro ⟨hs, rfl⟩
    exact flip hs

/-- Every rotation `x ↦ p x p*` by a unit quaternion is also given by modified Rodrigues
parameters of length at most one. -/
theorem exists_short_mrp (p : ℍ[ℝ]) (hp : ‖p‖ = 1) :
    ∃ s : Fin 3 → ℝ, s ⬝ᵥ s ≤ 1 ∧
      ∀ x : ℍ[ℝ], mrpQuat s * x * star (mrpQuat s) = p * x * star p := by
  -- a non-negative real part means parameters in the unit ball
  have short : ∀ r : ℍ[ℝ], ‖r‖ = 1 → 0 ≤ r.re → ∃ s, s ⬝ᵥ s ≤ 1 ∧ mrpQuat s = r := by
    intro r hr h0
    have hne : r ≠ -1 := by
      rintro rfl
      have h2 : (-1 : ℍ[ℝ]).re = -1 := by simp
      linarith
    have hq := mrpQuat_mrpOf r hr hne
    refine ⟨mrpOf r, ?_, hq⟩
    have hpos := one_add_pos (mrpOf r)
    have h1 := one_add_re (mrpOf r)
    rw [hq, eq_div_iff hpos.ne'] at h1
    nlinarith [mul_nonneg h0 hpos.le]
  rcases le_total 0 p.re with h | h
  · obtain ⟨s, hs, hq⟩ := short p hp h
    exact ⟨s, hs, fun x => by rw [hq]⟩
  · -- otherwise use the opposite quaternion, which rotates in the same way
    have h' : 0 ≤ (-p).re := by
      show 0 ≤ -p.re
      linarith
    obtain ⟨s, hs, hq⟩ := short (-p) (by rw [norm_neg, hp]) h'
    exact ⟨s, hs, fun x => by rw [hq, star_neg, neg_mul, neg_mul, mul_neg, neg_neg]⟩

/-- For a unit axis `n` and an angle `φ` with `cos (φ/4) ≠ 0`, the parameters `tan (φ/4) n` give
the quaternion with real part `cos (φ/2)` and vector part `sin (φ/2) n`. -/
theorem mrpQuat_axis_angle (n : Fin 3 → ℝ) (hn : n ⬝ᵥ n = 1) (φ : ℝ)
    (hφ : Real.cos (φ / 4) ≠ 0) :
    mrpQuat (Real.tan (φ / 4) • n) =
      ⟨Real.cos (φ / 2), Real.sin (φ / 2) * n 0, Real.sin (φ / 2) * n 1,
        Real.sin (φ / 2) * n 2⟩ := by
  have ha : φ / 2 = 2 * (φ / 4) := by ring
  rw [ha, Real.cos_two_mul, Real.sin_two_mul]
  have hsc := Real.sin_sq_add_cos_sq (φ / 4)
  have hN : (Real.tan (φ / 4) • n) ⬝ᵥ (Real.tan (φ / 4) • n)
      = 1 / Real.cos (φ / 4) ^ 2 - 1 := by
    simp only [smul_dotProduct, dotProduct_smul, smul_eq_mul, hn, Real.tan_eq_sin_div_cos]
    field_simp
    linear_combination hsc
  have key : ∀ x : ℝ, 2 * (Real.tan (φ / 4) * x) / (1 + (1 / Real.cos (φ / 4) ^ 2 - 1))
      = 2 * Real.sin (φ / 4) * Real.cos (φ / 4) * x := by
    intro x
    rw [add_sub_cancel, Real.tan_eq_sin_div_cos]
    field_simp
  simp only [mrpQuat, hN, Pi.smul_apply, smul_eq_mul, key]
  apply Quaternion.ext
  · show (1 - (1 / Real.cos (φ / 4) ^ 2 - 1)) / (1 + (1 / Real.cos (φ / 4) ^ 2 - 1))
      = 2 * Real.cos (φ / 4) ^ 2 - 1
    rw [add_sub_cancel]
    field_simp
    ring
  · rfl
  · rfl
  · rfl

end

end ModifiedRodrigues
```

```lean
#print axioms ModifiedRodrigues.existsUnique_mrp_iff
#print axioms ModifiedRodrigues.mrpQuat_eq_neg_iff
#print axioms ModifiedRodrigues.exists_short_mrp
#print axioms ModifiedRodrigues.mrpQuat_axis_angle
```

```
'ModifiedRodrigues.existsUnique_mrp_iff' depends on axioms: [propext, Classical.choice, Quot.sound]
'ModifiedRodrigues.mrpQuat_eq_neg_iff' depends on axioms: [propext, Classical.choice, Quot.sound]
'ModifiedRodrigues.exists_short_mrp' depends on axioms: [propext, Classical.choice, Quot.sound]
'ModifiedRodrigues.mrpQuat_axis_angle' depends on axioms: [propext, Classical.choice, Quot.sound]
```

## Parameters, quaternions and the map between them

Write $s=(s_0,s_1,s_2)$ for the parameters and $N=|s|^2=s_0^2+s_1^2+s_2^2$ for their squared length. The quaternion that belongs to $s$ is

$$q(s)=\frac{1-N}{1+N}+\frac{2}{1+N}\,(s_0\,i+s_1\,j+s_2\,k).$$

In Lean, $s$ is a function `Fin 3 → ℝ`, $N$ is the dot product `s ⬝ᵥ s`, and $q$ is `mrpQuat`. Quaternions are elements of `ℍ[ℝ]`, with components `re`, `imI`, `imJ` and `imK`, and a unit quaternion is one with `‖p‖ = 1`. The candidate inverse `mrpOf` divides the vector part by one plus the real part. The function `shadow` sends $s$ to $-s/|s|^2$.

The theorems say the following:

- `existsUnique_mrp_iff`: a unit quaternion $p$ equals $q(s)$ for exactly one $s$ if and only if $p\neq-1$.
- `mrpQuat_eq_neg_iff`: $q(t)=-q(s)$ holds exactly when $s\neq0$ and $t=-s/|s|^2$. The condition on $s$ is stated separately because Lean sets $0^{-1}=0$, which makes `shadow 0` equal to $0$.
- `exists_short_mrp`: for every unit $p$ there are parameters with $|s|^2\le1$ such that $q(s)\,x\,q(s)^*=p\,x\,p^*$ for all quaternions $x$.
- `mrpQuat_axis_angle`: for a unit axis $n$ and an angle $\varphi$ with $\cos(\varphi/4)\neq0$, the parameters $\tan(\varphi/4)\,n$ give the quaternion $\cos(\varphi/2)+\sin(\varphi/2)\,n$.

## Orientations of a rigid body

A vector in space is represented by a quaternion $x$ with zero real part, and a unit quaternion $p$ rotates it by $x\mapsto p\,x\,p^*$. The quaternion $\cos(\varphi/2)+\sin(\varphi/2)\,n$ produces the rotation by $\varphi$ about $n$. This dictionary between quaternions and spatial rotations is textbook background that the file does not prove. The theorems are statements about quaternions and do not depend on it; it is needed only to read them as statements about orientations.

Since $p$ and $-p$ rotate in the same way, a rotation other than the identity has two parameter vectors, $s$ and its shadow. Their lengths are reciprocal, so at least one of them lies in the closed unit ball. For a single rigid body in a simulation, the orientation can therefore be kept in three bounded numbers by passing to the shadow whenever $|s|$ exceeds one. The result concerns orientations at one instant; equations of motion for $s$ are not treated.

## Why −1 is the only unit quaternion missed

First, $q(s)$ has norm one:

$$\frac{(1-N)^2+4N}{(1+N)^2}=\frac{(1+N)^2}{(1+N)^2}=1.$$

This is `norm_mrpQuat`. The lemma `unit_iff` turns the norm condition into a sum of four squares, `field_simp` clears the denominators, and `linear_combination` inserts $N=s_0^2+s_1^2+s_2^2$.

Next, `one_add_re` computes

$$1+\operatorname{Re}q(s)=\frac{(1+N)+(1-N)}{1+N}=\frac{2}{1+N}>0.$$

For the quaternion $-1$ the left-hand side would be zero, so $q(s)\neq-1$, which is `mrpQuat_ne_neg_one`. The same formula shows that $s$ can be recovered from $q(s)$. Dividing the vector part by one plus the real part gives, for each index $m=0,1,2$,

$$\frac{2s_m/(1+N)}{2/(1+N)}=s_m.$$

This is `mrpOf_mrpQuat`, proved component by component, and it gives uniqueness.

For existence, let $p=p_0+\vec p$ be a unit quaternion other than $-1$. If $p_0$ were $-1$, then $|\vec p|^2=1-p_0^2=0$ would force $p=-1$. Hence $1+p_0\neq0$, and we may set $s=\vec p/(1+p_0)$. Then

$$|s|^2=\frac{1-p_0^2}{(1+p_0)^2}=\frac{1-p_0}{1+p_0},\qquad 1+|s|^2=\frac{2}{1+p_0},\qquad 1-|s|^2=\frac{2p_0}{1+p_0}.$$

The real part of $q(s)$ is the quotient of the last two expressions, which is $p_0$. The vector part is

$$\frac{2\,\vec p}{1+p_0}\cdot\frac{1+p_0}{2}=\vec p.$$

In `mrpQuat_mrpOf` these three identities are `hN`, `h1` and `h2`, and `Quaternion.ext` reduces the equality of quaternions to their four components. The theorem `existsUnique_mrp_iff` then combines existence, uniqueness and the exclusion of $-1$.

## Opposite quaternions and the unit ball

Let $s\neq0$ and $s'=-s/N$. Then $|s'|^2=N/N^2=1/N$, which is the content of `shadow_dot_mul`. Consequently

$$\operatorname{Re}q(s')=\frac{1-1/N}{1+1/N}=\frac{N-1}{N+1},\qquad \frac{2s'_m}{1+1/N}=-\frac{2s_m}{N}\cdot\frac{N}{N+1}=-\frac{2s_m}{1+N}.$$

All four components have changed sign, so $q(s')=-q(s)$. This is the step named `flip` in the proof of `mrpQuat_eq_neg_iff`.

Conversely, suppose $q(t)=-q(s)$. If $s=0$, then $q(s)=1$ and $q(t)=-1$, which is impossible. Otherwise $q(t)=q(s')$, and applying `mrpOf` to both sides gives $t=s'$.

For the bound on the length, take a unit quaternion $r$ with real part $r_0\ge0$. It is not $-1$, so $r=q(s)$ for some $s$, and

$$(1+r_0)(1+|s|^2)=2.$$

Because $r_0(1+|s|^2)\ge0$, it follows that $1+|s|^2\le2$, hence $|s|^2\le1$. The proof of `exists_short_mrp` calls this step `short` and leaves the final inequality to `nlinarith`. For a general unit $p$, it applies the step to $p$ if $p_0\ge0$ and to $-p$ if $p_0\le0$. The second choice does no harm, because $(-p)\,x\,(-p)^*=p\,x\,p^*$.

## The quarter angle

Put $\alpha=\varphi/4$ and $s=\tan\alpha\;n$ with $|n|=1$. Then $N=\tan^2\alpha=1/\cos^2\alpha-1$, so $1+N=1/\cos^2\alpha$, and

$$\frac{1-N}{1+N}=\left(2-\frac{1}{\cos^2\alpha}\right)\cos^2\alpha=2\cos^2\alpha-1=\cos\frac{\varphi}{2},$$

$$\frac{2\tan\alpha}{1+N}\,n=2\sin\alpha\cos\alpha\;n=\sin\frac{\varphi}{2}\,n.$$

The proof of `mrpQuat_axis_angle` follows this calculation after rewriting $\varphi/2$ as $2(\varphi/4)$ and applying the double-angle formulas. The excluded angles, where $\cos(\varphi/4)=0$, are those with $\cos(\varphi/2)=-1$, so they belong to the missing quaternion $-1$.

## A worked rotation, and the two ends of the range

Take $s=(0,0,2)$, so $N=4$ and

$$q(s)=-\tfrac35+\tfrac45\,k.$$

The inverse map returns $\tfrac45\big/\left(1-\tfrac35\right)=2$ for the last component, as it should. The shadow is $s'=(0,0,-\tfrac12)$, with squared length $\tfrac14$, and

$$q(s')=\frac{3/4}{5/4}-\frac{1}{5/4}\,k=\tfrac35-\tfrac45\,k=-q(s).$$

Since $\tan(\varphi/4)=2$ for $\varphi\approx253.7^\circ$, the long vector describes a turn by that angle about the third axis. The short one describes the same orientation as a turn by about $-106.3^\circ$.

At $s=0$ the quaternion is $1$, the identity rotation, and no parameters give its opposite. As $|s|\to\infty$, the real part $(1-N)/(1+N)$ tends to $-1$ and $q(s)$ approaches the missing quaternion. Between these ends, at $|s|=1$, the real part vanishes and the rotation is a half-turn. There the shadow is $-s$, also of length one, so a half-turn has two parameter vectors in the closed unit ball.
